# Newton's sign iteration on an invertible Hermitian matrix yields the projector onto negative-energy states

Let $H$ be a one-particle Hamiltonian, a Hermitian complex matrix whose rows and columns are labelled by a finite set `n`, the orthonormal one-particle basis; its eigenvalues are the energy levels. Energies are pure numbers, in a fixed energy unit, and are measured from the chemical potential, so for non-interacting fermions at zero temperature the occupied states are those of negative energy, and invertibility of $H$ means that no level lies exactly at the chemical potential. A dagger, `ᴴ` in Lean, is the conjugate transpose.

```lean
import Mathlib

open Matrix Filter Topology
open scoped ComplexOrder

namespace OccupiedSpaceProjector

noncomputable section

variable {n : Type*} [Fintype n] [DecidableEq n]
```

One Newton step averages a matrix with its inverse, $X\mapsto\tfrac12(X+X^{-1})$.

```lean
/-- One Newton step for the matrix sign: the average of a matrix and its inverse. -/
def signStep (X : Matrix n n ℂ) : Matrix n n ℂ := (1 / 2 : ℂ) • (X + X⁻¹)
```

The iterates are $X_0=H$ and $X_{k+1}=\tfrac12(X_k+X_k^{-1})$. Lean assigns a value to `X⁻¹` even for singular $X$, so the invertibility of every $X_k$ is proved below.

```lean
/-- The Newton sign iteration started from the Hamiltonian `H`. -/
def signIter (H : Matrix n n ℂ) : ℕ → Matrix n n ℂ
  | 0 => H
  | k + 1 => signStep (signIter H k)
```

For a single real energy $a$ the same rule gives numbers $x_0=a$, $x_{k+1}=\tfrac12(x_k+1/x_k)$.

```lean
/-- The same iteration for a single real energy `a`. -/
def scalarIter (a : ℝ) : ℕ → ℝ
  | 0 => a
  | k + 1 => (scalarIter a k + (scalarIter a k)⁻¹) / 2
```

For a matrix $U$ and real numbers $f_i$, write $S(f)=U\,\mathrm{diag}(f)\,U^\dagger$. When $U$ is unitary, its columns are orthonormal eigenvectors of $S(f)$ with eigenvalues $f_i$.

```lean
/-- The product `U * diagonal f * Uᴴ` for a square matrix `U` and real numbers `f`. -/
def spectral (U : Matrix n n ℂ) (f : n → ℝ) : Matrix n n ℂ :=
  U * diagonal (fun i => (f i : ℂ)) * Uᴴ
```

The candidate projector built from a matrix $R$ is $\tfrac12(1-R)$.

```lean
/-- The matrix `(1 - R) / 2` built from a matrix `R`. -/
def occupied (R : Matrix n n ℂ) : Matrix n n ℂ := (1 / 2 : ℂ) • (1 - R)
```

## One energy flows to its sign

Let $a>0$. All $x_k$ are then positive, and

$$x_{k+1}-1=\frac{(x_k-1)^2}{2x_k}\ge 0 ,$$

so $x_k\ge1$ from $k=1$ on. There $1/x_k\le1$, which gives $x_{k+1}-1\le\tfrac12(x_k-1)$ and hence $1\le x_{k+1}\le1+(x_1-1)2^{-k}$. Squeezing gives $x_k\to1$. The rule is odd in $x$, so a negative start gives $x_k\to-1$. In the proof, `ge` and `le` are the two bounds and `odd` is the reflection.

```lean
/-- Started from a nonzero energy, the scalar iteration never vanishes and converges to the
sign of that energy. -/
theorem scalarIter_tendsto {a : ℝ} (ha : a ≠ 0) :
    (∀ k, scalarIter a k ≠ 0) ∧ Tendsto (scalarIter a) atTop (𝓝 (Real.sign a)) := by
  have pos : ∀ b : ℝ, 0 < b → ∀ k, 0 < scalarIter b k := by
    intro b hb k
    induction k with
    | zero => exact hb
    | succ k ih =>
      simp only [scalarIter]
      positivity
  have lim : ∀ b : ℝ, 0 < b → Tendsto (scalarIter b) atTop (𝓝 1) := by
    intro b hb
    -- after one step the iterate is at least 1
    have ge : ∀ k, 1 ≤ scalarIter b (k + 1) := by
      intro k
      have hx := pos b hb k
      have h : (scalarIter b k + (scalarIter b k)⁻¹) / 2 - 1
          = (scalarIter b k - 1) ^ 2 / (2 * scalarIter b k) := by
        field_simp
        ring
      have h2 : 0 ≤ (scalarIter b k - 1) ^ 2 / (2 * scalarIter b k) := by positivity
      simp only [scalarIter]
      linarith
    -- `k` steps after the first, the distance to 1 is at most `(1 / 2) ^ k` times its value there
    have le : ∀ k, scalarIter b (k + 1) ≤ 1 + (scalarIter b 1 - 1) * (1 / 2 : ℝ) ^ k := by
      intro k
      induction k with
      | zero => simp
      | succ k ih =>
        have h1 : (scalarIter b (k + 1))⁻¹ ≤ 1 := inv_le_one_of_one_le₀ (ge k)
        have h2 : scalarIter b (k + 1 + 1)
            = (scalarIter b (k + 1) + (scalarIter b (k + 1))⁻¹) / 2 := rfl
        rw [h2, pow_succ]
        linarith
    have h := ((tendsto_pow_atTop_nhds_zero_of_lt_one (by norm_num : (0 : ℝ) ≤ 1 / 2)
      (by norm_num)).const_mul (scalarIter b 1 - 1)).const_add 1
    rw [mul_zero, add_zero] at h
    exact (tendsto_add_atTop_iff_nat 1).1
      (tendsto_of_tendsto_of_tendsto_of_le_of_le tendsto_const_nhds h ge le)
  rcases lt_or_gt_of_ne ha with h | h
  · -- negative energies follow because the iteration is odd
    have odd : ∀ k, scalarIter a k = -scalarIter (-a) k := by
      intro k
      induction k with
      | zero => simp [scalarIter]
      | succ k ih =>
        simp only [scalarIter, ih, inv_neg]
        ring
    have h' : 0 < -a := by linarith
    refine ⟨fun k => ?_, ?_⟩
    · rw [odd k]
      exact neg_ne_zero.2 (pos _ h' k).ne'
    · rw [Real.sign_of_neg h, funext odd]
      exact (lim _ h').neg
  · rw [Real.sign_of_pos h]
    exact ⟨fun k => (pos a h k).ne', lim a h⟩
```

## Matrices with common eigenvectors

If $U^\dagger U=1$, the inner factors cancel in a product: $S(f)S(g)=U\,\mathrm{diag}(f)\,\mathrm{diag}(g)\,U^\dagger=S(fg)$.

```lean
/-- Matrices sharing orthonormal eigenvectors multiply through their eigenvalues. -/
theorem spectral_mul {U : Matrix n n ℂ} (hU : Uᴴ * U = 1) (f g : n → ℝ) :
    spectral U f * spectral U g = spectral U (fun i => f i * g i) := by
  unfold spectral
  calc _ = U * diagonal (fun i => (f i : ℂ)) * (Uᴴ * U)
        * diagonal (fun i => (g i : ℂ)) * Uᴴ := by simp only [Matrix.mul_assoc]
    _ = U * (diagonal (fun i => (f i : ℂ)) * diagonal (fun i => (g i : ℂ))) * Uᴴ := by
        rw [hU, Matrix.mul_one, Matrix.mul_assoc U]
    _ = _ := by
        rw [diagonal_mul_diagonal]
        simp only [Complex.ofReal_mul]
```

Since $U$ is square, also $UU^\dagger=1$, so $S(1)=1$.

```lean
lemma spectral_one {U : Matrix n n ℂ} (hU : Uᴴ * U = 1) :
    spectral U (fun _ => 1) = 1 := by
  simp [spectral, mul_eq_one_comm.1 hU]
```

For nonzero $f_i$ it follows that $S(f)S(1/f)=S(1)=1$.

```lean
lemma spectral_inv {U : Matrix n n ℂ} (hU : Uᴴ * U = 1) {f : n → ℝ} (hf : ∀ i, f i ≠ 0) :
    spectral U f * spectral U (fun i => (f i)⁻¹) = 1 := by
  rw [spectral_mul hU, ← spectral_one hU]
  congr 1
  funext i
  exact mul_inv_cancel₀ (hf i)
```

Real $f_i$ make $S(f)$ Hermitian.

```lean
lemma spectral_herm (U : Matrix n n ℂ) (f : n → ℝ) : (spectral U f)ᴴ = spectral U f := by
  have hD : (diagonal (fun i => (f i : ℂ)))ᴴ = diagonal (fun i => (f i : ℂ)) := by
    rw [diagonal_conjTranspose]
    congr 1
    funext i
    simp
  unfold spectral
  rw [conjTranspose_mul, conjTranspose_mul, conjTranspose_conjTranspose, hD, Matrix.mul_assoc]
```

Averages pass to the eigenvalues by linearity: $\tfrac12(S(f)+S(g))=S(\tfrac12(f+g))$.

```lean
lemma spectral_avg (U : Matrix n n ℂ) (f g : n → ℝ) :
    (1 / 2 : ℂ) • (spectral U f + spectral U g) = spectral U (fun i => (f i + g i) / 2) := by
  have h : diagonal (fun i => (((f i + g i) / 2 : ℝ) : ℂ)) = (1 / 2 : ℂ) •
      (diagonal (fun i => (f i : ℂ)) + diagonal (fun i => (g i : ℂ))) := by
    ext i j
    by_cases hij : i = j
    · subst hij
      simp only [diagonal_apply_eq, Matrix.smul_apply, Matrix.add_apply, smul_eq_mul]
      push_cast
      ring
    · simp [hij]
  unfold spectral
  rw [h, Matrix.mul_smul, Matrix.smul_mul, Matrix.mul_add, Matrix.add_mul]
```

## Positivity and the error

If $B$ is Hermitian and $CB=1$, then $x^\dagger B^2x=\lVert Bx\rVert^2$. This vanishes only if $Bx=0$, that is, $x=CBx=0$. So $B^2$ is positive definite, which in `PosDef` includes being Hermitian.

```lean
lemma posDef_square {B C : Matrix n n ℂ} (hB : Bᴴ = B) (hC : C * B = 1) :
    (B * B).PosDef := by
  rw [posDef_iff_dotProduct_mulVec]
  refine ⟨by rw [IsHermitian, conjTranspose_mul, hB], fun x hx => ?_⟩
  have h : star x ⬝ᵥ ((B * B) *ᵥ x) = star (B *ᵥ x) ⬝ᵥ (B *ᵥ x) := by
    rw [Matrix.star_mulVec, hB, ← Matrix.dotProduct_mulVec, Matrix.mulVec_mulVec]
  rw [h]
  refine lt_of_le_of_ne (dotProduct_star_self_nonneg _) fun h0 => hx ?_
  have h1 : B *ᵥ x = 0 := dotProduct_star_self_eq_zero.1 h0.symm
  rw [← Matrix.one_mulVec x, ← hC, ← Matrix.mulVec_mulVec, h1, Matrix.mulVec_zero]
```

Suppose $R^2=1$ and $RX=XR$ with $X$ invertible. Expanding the square,

$$X^{-1}(X-R)^2=X^{-1}(X^2-2XR+1)=X+X^{-1}-2R ,$$

and half of this is the new error $\tfrac12(X+X^{-1})-R$.

```lean
/-- If `R` squares to one and commutes with an invertible `X`, the error after a Newton step
is quadratic in the error before it. -/
theorem signStep_error {X R : Matrix n n ℂ} (hX : IsUnit X) (hR : R * R = 1)
    (hRX : R * X = X * R) :
    signStep X - R = (1 / 2 : ℂ) • (X⁻¹ * ((X - R) * (X - R))) := by
  have hi : X⁻¹ * X = 1 := nonsing_inv_mul X ((isUnit_iff_isUnit_det X).1 hX)
  have h : X⁻¹ * ((X - R) * (X - R)) = X + X⁻¹ - (2 : ℂ) • R := by
    calc _ = X⁻¹ * X * X - X⁻¹ * (X * R) - X⁻¹ * (R * X) + X⁻¹ * (R * R) := by noncomm_ring
      _ = _ := by
        rw [hRX, hR, ← mul_assoc X⁻¹ X R, hi, one_mul, one_mul, mul_one, two_smul]
        abel
  rw [signStep, h]
  module
```

## Convergence of the matrix iteration

Diagonalise $H=S(e)$. Since $\det H\ne0$, every $e_i\neq0$. By induction $X_k=S(x_k)$, where the $i$-th entry of $x_k$ is the scalar iterate started at $e_i$ (`hk`). No entry vanishes, so each $X_k$ is invertible. $S$ is continuous, so $X_k\to R=S(\operatorname{sign}e)$, entry by entry. Then $R^2=1$, $RH=HR$, and $RH=S(|e|)=S(\sqrt{|e|})^2$ is positive definite by the lemma on squares.

The theorem assumes only `H.IsHermitian` and `IsUnit H`. Hermiticity matters: the $1\times1$ matrix $H=(i)$ is invertible, but $X_1=\tfrac12(i-i)=0$ is not.

```lean
/-- For an invertible Hermitian `H` all Newton iterates are invertible and converge, with
quadratic error, to a Hermitian `R` with `R² = 1`, `RH = HR` and `RH` positive definite. -/
theorem signIter_tendsto {H : Matrix n n ℂ} (hH : H.IsHermitian) (hu : IsUnit H) :
    (∀ k, IsUnit (signIter H k)) ∧ ∃ R : Matrix n n ℂ,
      Tendsto (signIter H) atTop (𝓝 R) ∧ R.IsHermitian ∧ R * R = 1 ∧ R * H = H * R ∧
      (R * H).PosDef ∧ ∀ k, signIter H (k + 1) - R =
        (1 / 2 : ℂ) • ((signIter H k)⁻¹ * ((signIter H k - R) * (signIter H k - R))) := by
  -- diagonalise the Hamiltonian
  obtain ⟨U, e, hU, hs⟩ : ∃ (U : Matrix n n ℂ) (e : n → ℝ), Uᴴ * U = 1 ∧ H = spectral U e := by
    refine ⟨hH.eigenvectorUnitary, hH.eigenvalues,
      mem_unitaryGroup_iff'.1 hH.eigenvectorUnitary.2, ?_⟩
    have h := hH.spectral_theorem
    rw [Unitary.conjStarAlgAut_apply] at h
    exact h
  have he : ∀ i, e i ≠ 0 := by
    intro i hi
    have hp : ∏ j, (e j : ℂ) = 0 := Finset.prod_eq_zero (Finset.mem_univ i) (by simp [hi])
    apply ((isUnit_iff_isUnit_det H).1 hu).ne_zero
    rw [hs, spectral, det_mul, det_mul, det_diagonal, hp, mul_zero, zero_mul]
  -- each eigenvalue follows the scalar iteration
  have hk : ∀ k, signIter H k = spectral U (fun i => scalarIter (e i) k) := by
    intro k
    induction k with
    | zero => exact hs
    | succ k ih =>
      have hinv := inv_eq_right_inv
        (spectral_inv hU (fun i => (scalarIter_tendsto (he i)).1 k))
      simp only [signIter, signStep]
      rw [ih, hinv, spectral_avg]
      rfl
  have hunit : ∀ k, IsUnit (signIter H k) := by
    intro k
    have h := spectral_inv hU (fun i => (scalarIter_tendsto (he i)).1 k)
    rw [hk k]
    exact ⟨⟨_, _, h, mul_eq_one_comm.1 h⟩, rfl⟩
  have comm : ∀ f g : n → ℝ, spectral U f * spectral U g = spectral U g * spectral U f := by
    intro f g
    rw [spectral_mul hU, spectral_mul hU]
    simp only [mul_comm]
  have hR : spectral U (fun i => Real.sign (e i)) * spectral U (fun i => Real.sign (e i))
      = 1 := by
    rw [spectral_mul hU, ← spectral_one hU]
    congr 1
    funext i
    rcases lt_or_gt_of_ne (he i) with h | h
    · rw [Real.sign_of_neg h]; norm_num
    · rw [Real.sign_of_pos h]; norm_num
  refine ⟨hunit, spectral U (fun i => Real.sign (e i)), ?_, spectral_herm _ _, hR, ?_, ?_, ?_⟩
  · have hc : Continuous (spectral U) := by
      unfold spectral
      exact (continuous_const.matrix_mul (Continuous.matrix_diagonal (continuous_pi fun i =>
        Complex.continuous_ofReal.comp (continuous_apply i)))).matrix_mul continuous_const
    rw [funext hk]
    exact (hc.tendsto _).comp (tendsto_pi_nhds.2 fun i => (scalarIter_tendsto (he i)).2)
  · rw [hs]
    exact comm _ _
  · -- RH is the square of an invertible Hermitian matrix
    have hq : spectral U (fun i => Real.sign (e i)) * H
        = spectral U (fun i => √|e i|) * spectral U (fun i => √|e i|) := by
      rw [hs, spectral_mul hU, spectral_mul hU]
      congr 1
      funext i
      rw [Real.mul_self_sqrt (abs_nonneg _)]
      rcases lt_or_gt_of_ne (he i) with h | h
      · rw [Real.sign_of_neg h, abs_of_neg h]; ring
      · rw [Real.sign_of_pos h, abs_of_pos h]; ring
    rw [hq]
    exact posDef_square (spectral_herm _ _) (mul_eq_one_comm.1 (spectral_inv hU
      (fun i => (Real.sqrt_pos.2 (abs_pos.2 (he i))).ne')))
  · intro k
    exact signStep_error (hunit k) hR (by rw [hk k]; exact comm _ _)
```

## What $R$ does to an energy eigenstate

Let $Rw=cw$ and $Hw=Ew$ with real $c,E$. Then $w^\dagger RHw=cE\,w^\dagger w$, so $cE<0$ would contradict positivity of $RH$ unless $w=0$.

```lean
omit [DecidableEq n] in
lemma eq_zero_of_sign {R H : Matrix n n ℂ} (hp : (R * H).PosDef) {w : n → ℂ} {c E : ℝ}
    (hR : R *ᵥ w = (c : ℂ) • w) (hH : H *ᵥ w = (E : ℂ) • w) (hc : c * E < 0) : w = 0 := by
  by_contra hw
  have h := hp.dotProduct_mulVec_pos hw
  have e : (R * H) *ᵥ w = ((c * E : ℝ) : ℂ) • w := by
    rw [← Matrix.mulVec_mulVec, hH, Matrix.mulVec_smul, hR, smul_smul, Complex.ofReal_mul,
      mul_comm (E : ℂ)]
  have hq : 0 ≤ star w ⬝ᵥ w := dotProduct_star_self_nonneg w
  rw [e, dotProduct_smul, smul_eq_mul] at h
  have h1 := (Complex.lt_def.1 h).1
  have h2 := (Complex.le_def.1 hq).1
  rw [Complex.re_ofReal_mul, Complex.zero_re] at h1
  rw [Complex.zero_re] at h2
  nlinarith
```

Now let $Hv=Ev$. Because $R$ commutes with $H$, the vectors $Rv\pm v$ also satisfy the eigenvalue equation with energy $E$, and $R(Rv\pm v)=\pm(Rv\pm v)$. For $E<0$ the plus combination must vanish, so $Rv=-v$; for $E>0$ the minus combination must, so $Rv=v$.

```lean
/-- If `R² = 1`, `RH = HR` and `RH` is positive definite, then `R` acts as `-1` on eigenvectors
of negative energy and as `+1` on eigenvectors of positive energy. -/
theorem sign_on_eigenvector {R H : Matrix n n ℂ} (hR : R * R = 1) (hc : R * H = H * R)
    (hp : (R * H).PosDef) {v : n → ℂ} {E : ℝ} (hv : H *ᵥ v = (E : ℂ) • v) :
    (E < 0 → R *ᵥ v = -v) ∧ (0 < E → R *ᵥ v = v) := by
  have hRR : R *ᵥ (R *ᵥ v) = v := by rw [Matrix.mulVec_mulVec, hR, Matrix.one_mulVec]
  have hHR : H *ᵥ (R *ᵥ v) = (E : ℂ) • (R *ᵥ v) := by
    rw [Matrix.mulVec_mulVec, ← hc, ← Matrix.mulVec_mulVec, hv, Matrix.mulVec_smul]
  constructor
  · intro hE
    have h : R *ᵥ v + v = 0 := eq_zero_of_sign hp (c := 1) (E := E)
      (by rw [Matrix.mulVec_add, hRR, Complex.ofReal_one, one_smul, add_comm])
      (by rw [Matrix.mulVec_add, hHR, hv, smul_add]) (by linarith)
    exact eq_neg_of_add_eq_zero_left h
  · intro hE
    have h : R *ᵥ v - v = 0 := eq_zero_of_sign hp (c := -1) (E := E)
      (by rw [Matrix.mulVec_sub, hRR, Complex.ofReal_neg, Complex.ofReal_one, neg_one_smul,
            neg_sub])
      (by rw [Matrix.mulVec_sub, hHR, hv, smul_sub]) (by linarith)
    exact sub_eq_zero.1 h
```

Two basis states with zero diagonal energies and coupling 4, so that the energy levels are $\pm4$, give a concrete case: $R$ exchanges the basis states, $H=4R$, and $RH=4\cdot1=(2\cdot1)^2$.

```lean
/-- A two-level Hamiltonian with coupling 4 and the exchange matrix `R` satisfy `R² = 1`,
`RH = HR` and positive definiteness of `RH`. -/
theorem sign_on_eigenvector_witness :
    let R : Matrix (Fin 2) (Fin 2) ℂ := !![0, 1; 1, 0]
    let H : Matrix (Fin 2) (Fin 2) ℂ := !![0, 4; 4, 0]
    R * R = 1 ∧ R * H = H * R ∧ (R * H).PosDef := by
  intro R H
  have h : R * H = !![2, 0; 0, 2] * !![2, 0; 0, 2] := by
    ext i j
    fin_cases i <;> fin_cases j <;> norm_num [R, H, Matrix.mul_apply, Fin.sum_univ_succ]
  refine ⟨?_, ?_, ?_⟩
  · ext i j
    fin_cases i <;> fin_cases j <;> simp [R, Matrix.mul_apply, Fin.sum_univ_succ]
  · ext i j
    fin_cases i <;> fin_cases j <;> simp [R, H, Matrix.mul_apply, Fin.sum_univ_succ]
  · rw [h]
    refine posDef_square (C := !![1 / 2, 0; 0, 1 / 2]) ?_ ?_
    · ext i j
      fin_cases i <;> fin_cases j <;> simp [Matrix.conjTranspose_apply]
    · ext i j
      fin_cases i <;> fin_cases j <;> norm_num [Matrix.mul_apply, Fin.sum_univ_succ]
```

## The occupied-space projector

Put $P=\tfrac12(1-R)$. It is Hermitian, and $P^2=\tfrac14(1-2R+R^2)=P$. For $Hv=Ev$, $Pv=v$ if $E<0$ and $Pv=0$ if $E>0$. As the eigenvectors of $H$ span the space, this fixes $P$ as the projector onto the negative-energy states. Continuity carries $X_k\to R$ over to $\tfrac12(1-X_k)\to P$.

For non-interacting electrons at zero temperature in a finite orthonormal basis of spin orbitals, $P$ is the one-particle density matrix with entries $P_{ij}=\langle c_j^\dagger c_i\rangle$, where $c_j^\dagger$ creates and $c_j$ annihilates an electron in spin orbital $j$; its trace is the number of electrons. The iteration approximates it by matrix inversions, sums and scalings, without computing eigenvectors, and reaches it in the limit. Rounding errors and the cost of the inversions are not modelled.

```lean
/-- For an invertible Hermitian `H` the matrices `(1 - X_k) / 2` converge to a Hermitian
projector that keeps every eigenvector of negative energy and removes every eigenvector of
positive energy. -/
theorem occupied_tendsto {H : Matrix n n ℂ} (hH : H.IsHermitian) (hu : IsUnit H) :
    ∃ P : Matrix n n ℂ, Tendsto (fun k => occupied (signIter H k)) atTop (𝓝 P) ∧
      P.IsHermitian ∧ P * P = P ∧
      ∀ (E : ℝ) (v : n → ℂ), H *ᵥ v = (E : ℂ) • v →
        (E < 0 → P *ᵥ v = v) ∧ (0 < E → P *ᵥ v = 0) := by
  obtain ⟨-, R, hlim, hherm, hR, hc, hp, -⟩ := signIter_tendsto hH hu
  refine ⟨occupied R, ?_, ?_, ?_, ?_⟩
  · exact (tendsto_const_nhds.sub hlim).const_smul (1 / 2 : ℂ)
  · have h2 : star (1 / 2 : ℂ) = 1 / 2 := by simp
    rw [IsHermitian, occupied, conjTranspose_smul, conjTranspose_sub, conjTranspose_one,
      hherm.eq, h2]
  · have h : (1 - R) * (1 - R) = (2 : ℂ) • (1 - R) := by
      calc (1 - R) * (1 - R) = 1 - R - R + R * R := by noncomm_ring
        _ = _ := by
          rw [hR]
          module
    rw [occupied, Matrix.smul_mul, Matrix.mul_smul, h]
    module
  · intro E v hv
    obtain ⟨hneg, hpos⟩ := sign_on_eigenvector hR hc hp hv
    constructor
    · intro hE
      rw [occupied, Matrix.smul_mulVec, Matrix.sub_mulVec, Matrix.one_mulVec, hneg hE]
      module
    · intro hE
      rw [occupied, Matrix.smul_mulVec, Matrix.sub_mulVec, Matrix.one_mulVec, hpos hE,
        sub_self, smul_zero]

end

end OccupiedSpaceProjector
```

```lean
#print axioms OccupiedSpaceProjector.occupied_tendsto
-- 'OccupiedSpaceProjector.occupied_tendsto' depends on axioms: [propext, Classical.choice, Quot.sound]
```
